# Unmixed indices of a face-centred tetragonal cell correspond one-to-one to even-sum indices of a body-centred cell

Suppose a tetragonal crystal has been described in a cell with edges $a, a, c$ and atoms repeated at all three face centres. Its diffraction pattern shows only reflections whose indices are all even or all odd. A second worker chooses basal axes turned by 45° and shorter by a factor $\sqrt2$, finds a body-centred cell, and reports only reflections with $h+k+l$ even. Do the two lists describe the same pattern?

Let the old basal vectors be $\mathbf a,\mathbf b$ and the new ones

$$\mathbf a'=\tfrac12(\mathbf a-\mathbf b),\qquad \mathbf b'=\tfrac12(\mathbf a+\mathbf b),\qquad \mathbf c'=\mathbf c .$$

Miller indices transform like the axes, so $(h,k,l)$ becomes $(h',k',l')=\left(\frac{h-k}{2},\frac{h+k}{2},l\right)$. Below, the two descriptions are compared in their sets of allowed indices, their structure factors and the lengths of their scattering vectors.

```lean
import Mathlib

namespace FaceCentredTetragonal

noncomputable section
```

## Indices, positions and the two parity conditions

A reflection is a triple of integers, and an atomic position is a triple of real fractional coordinates. In Lean a triple is a nested pair, so `p.1`, `p.2.1` and `p.2.2` are $h$, $k$ and $l$.

```lean
/-- Reflection indices (h, k, l). -/
abbrev Index := ℤ × ℤ × ℤ

/-- Fractional coordinates (x, y, z) in a unit cell. -/
abbrev Position := ℝ × ℝ × ℝ
```

Face centring allows the indices of unmixed parity, $h\equiv k\equiv l \pmod 2$. Lean's remainder `% 2` on integers is 0 or 1 for negative numbers too, so equality of remainders is equality of parity.

```lean
/-- Index triples of unmixed parity: all even or all odd. -/
def fReflections : Set Index :=
  {p | p.1 % 2 = p.2.1 % 2 ∧ p.2.1 % 2 = p.2.2 % 2}
```

Body centring allows the indices with $h+k+l$ even.

```lean
/-- Index triples with even sum h + k + l. -/
def iReflections : Set Index :=
  {p | (p.1 + p.2.1 + p.2.2) % 2 = 0}
```

The change of indices is written with integer division, which rounds down when the numerator is odd. It is therefore defined on every triple, but it represents the change of axes only when $h$ and $k$ have equal parity.

```lean
/-- The change of indices (h, k, l) ↦ ((h - k)/2, (h + k)/2, l), with integer division. -/
def reindex (p : Index) : Index :=
  ((p.1 - p.2.1) / 2, (p.1 + p.2.1) / 2, p.2.2)
```

Writing the same point in both bases, $x\mathbf a+y\mathbf b=x'\mathbf a'+y'\mathbf b'$, and comparing coefficients gives $x=(x'+y')/2$ and $y=(y'-x')/2$. Hence $x'=x-y$ and $y'=x+y$. The new coordinates may fall outside the interval from 0 to 1, which does no harm, because whole lattice translations leave the phases unchanged.

```lean
/-- The change of fractional coordinates (x, y, z) ↦ (x - y, x + y, z). -/
def newCoord (x : Position) : Position :=
  (x.1 - x.2.1, x.1 + x.2.1, x.2.2)
```

## Structure factors as finite sums

An atom at $\mathbf x=(x,y,z)$ scatters into the reflection $\mathbf h=(h,k,l)$ with phase factor $e^{2\pi i\,\mathbf h\cdot\mathbf x}$, where $\mathbf h\cdot\mathbf x=hx+ky+lz$.

```lean
/-- The product hx + ky + lz. -/
def dot (p : Index) (x : Position) : ℝ :=
  p.1 * x.1 + p.2.1 * x.2.1 + p.2.2 * x.2.2

/-- The phase factor exp(2πi(hx + ky + lz)) of a scatterer at (x, y, z). -/
def phase (p : Index) (x : Position) : ℂ :=
  Complex.exp (2 * Real.pi * Complex.I * (dot p x : ℂ))
```

Let the motif consist of finitely many atoms $j$ with complex scattering factors $f_j$ and positions $\mathbf r_j$. Its structure factor is

$$M(\mathbf h)=\sum_j f_j\,e^{2\pi i\,\mathbf h\cdot\mathbf r_j}.$$

The motif lists one atom from each set related by centring, not the whole cell content. The $f_j$ are arbitrary numbers. Since the results hold for each reflection separately, a scattering factor that varies with angle can be inserted at its value for that reflection.

```lean
variable {ι : Type*} [Fintype ι]

/-- Structure factor of the motif alone, with scattering factors f and positions r. -/
def motif (f : ι → ℂ) (r : ι → Position) (p : Index) : ℂ :=
  ∑ j, f j * phase p (r j)
```

The face-centred structure factor $F$ adds to each atom its copies at $(\frac12,\frac12,0)$, $(\frac12,0,\frac12)$ and $(0,\frac12,\frac12)$.

```lean
/-- Structure factor of a face-centred cell: each atom is repeated at the three face centrings. -/
def faceCentred (f : ι → ℂ) (r : ι → Position) (p : Index) : ℂ :=
  ∑ j, f j * (phase p (r j) + phase p (r j + (1/2, 1/2, 0))
    + phase p (r j + (1/2, 0, 1/2)) + phase p (r j + (0, 1/2, 1/2)))
```

The body-centred structure factor $I$ adds one copy, at $(\frac12,\frac12,\frac12)$.

```lean
/-- Structure factor of a body-centred cell: each atom is repeated at the body centring. -/
def bodyCentred (f : ι → ℂ) (r : ι → Position) (p : Index) : ℂ :=
  ∑ j, f j * (phase p (r j) + phase p (r j + (1/2, 1/2, 1/2)))
```

These are kinematic amplitudes: multiple scattering is left out. The tetragonal shape enters only through the squared length of the scattering vector,

$$q^2=u^2(h^2+k^2)+v^2l^2,$$

with basal and axial reciprocal edges $u$ and $v$. They may be read as $1/a$ and $1/c$, or as $2\pi/a$ and $2\pi/c$.

```lean
/-- Squared length of the scattering vector in a tetragonal crystal with reciprocal
edges u (basal) and v (axial). -/
def qSq (u v : ℝ) (p : Index) : ℝ :=
  u ^ 2 * ((p.1 : ℝ) ^ 2 + (p.2.1 : ℝ) ^ 2) + v ^ 2 * (p.2.2 : ℝ) ^ 2
```

## Exact halving and the parity of the new sum

If $h$ and $k$ have equal parity, then $h-k$ and $h+k$ are both even, so $2h'=h-k$ and $2k'=h+k$ hold exactly.

```lean
/-- If h and k have equal parity, the halvings in the change of indices are exact. -/
theorem reindex_exact (p : Index) (hp : p.1 % 2 = p.2.1 % 2) :
    2 * (reindex p).1 = p.1 - p.2.1 ∧ 2 * (reindex p).2.1 = p.1 + p.2.1 := by
  constructor <;> dsimp only [reindex] <;> omega
```

Adding the two relations gives $h'+k'=h$, and so $h'+k'+l'=h+l$. The new sum is even exactly when $h$ and $l$ have equal parity. Since $h$ and $k$ already agree, this is the condition that the old indices are unmixed.

```lean
/-- If h and k have equal parity, the new indices have even sum exactly when the old
ones are unmixed. -/
theorem reindex_mem_iff (p : Index) (hp : p.1 % 2 = p.2.1 % 2) :
    reindex p ∈ iReflections ↔ p ∈ fReflections := by
  obtain ⟨h, k, l⟩ := p
  simp only [fReflections, iReflections, reindex, Set.mem_ofPred_eq] at hp ⊢
  constructor
  · intro H
    exact ⟨by omega, by omega⟩
  · rintro ⟨H1, H2⟩
    omega
```

## The bijection between the allowed reflections

The previous step shows that unmixed triples go to even-sum triples. Two unmixed triples with the same image share $h-k$, $h+k$ and $l$, and are therefore equal. Conversely, an even-sum triple $(h,k,l)$ is the image of $(h+k,\,k-h,\,l)$: half the difference of the first two entries is $h$, and half their sum is $k$. This preimage is unmixed, because $h+k$ and $k-h$ differ by $2h$, and $h+k$ has the parity of $l$ when $h+k+l$ is even.

`Set.BijOn` asks for these three facts in this order: the map sends the first set into the second, is injective on the first set, and reaches every element of the second.

```lean
/-- The change of indices is a bijection from the triples of unmixed parity onto the
triples with even sum. -/
theorem reindex_bijOn : Set.BijOn reindex fReflections iReflections := by
  refine ⟨?_, ?_, ?_⟩
  · intro p hp
    exact (reindex_mem_iff p hp.1).2 hp
  · rintro ⟨h, k, l⟩ hp ⟨h', k', l'⟩ hp' e
    simp only [fReflections, Set.mem_ofPred_eq, reindex, Prod.mk.injEq] at hp hp' e ⊢
    exact ⟨by omega, by omega, by omega⟩
  · -- the preimage of (h, k, l) is (h + k, k - h, l)
    rintro ⟨h, k, l⟩ hp
    refine ⟨(h + k, k - h, l), ?_, ?_⟩
    · simp only [fReflections, iReflections, Set.mem_ofPred_eq] at hp ⊢
      exact ⟨by omega, by omega⟩
    · simp only [reindex, Prod.mk.injEq, and_true]
      exact ⟨by omega, by omega⟩
```

The arithmetic here is done by `omega`, a Mathlib-compatible Lean tactic for linear statements about integers that also accepts division and remainder by a fixed number. It treats the quotient $w=\lfloor (h-k)/2\rfloor$ as a new integer constrained by

$$2w\le h-k<2w+2,$$

and it expresses the remainder as $(h-k)-2w$. Each parity condition thus becomes a set of linear equations and inequalities, and the goal follows by showing that its negation contradicts them. In the injectivity step the parity hypotheses force $2w=h-k$, which is the exact halving used above. The first of the three facts is taken from `reindex_mem_iff`, itself proved by `omega`; no library lemmas about even and odd numbers are invoked.

## Centring translations change phases by a sign

Let $\mathbf t$ be a translation with $2\,\mathbf h\cdot\mathbf t=n$ for an integer $n$. Then

$$e^{2\pi i\,\mathbf h\cdot(\mathbf x+\mathbf t)}=e^{i\pi n}\,e^{2\pi i\,\mathbf h\cdot\mathbf x}.$$

For $n=2m$ the extra factor is $e^{2\pi i m}=1$. For $n=2m+1$ it is $e^{2\pi i m}e^{i\pi}=-1$. The proof makes the same split, writes the exponent in the corresponding form and applies the known values of the exponential.

```lean
/-- A translation t for which twice h·t is an integer n multiplies the phase factor
by 1 if n is even and by -1 if n is odd. -/
theorem phase_shift (p : Index) (x t : Position) (n : ℤ) (ht : 2 * dot p t = n) :
    phase p (x + t) = (if n % 2 = 0 then 1 else -1) * phase p x := by
  have hd : dot p (x + t) = dot p x + n / 2 := by
    have h1 : dot p (x + t) = dot p x + dot p t := by
      simp only [dot, Prod.fst_add, Prod.snd_add]
      ring
    linarith
  unfold phase
  rw [hd]
  split_ifs with hn
  · obtain ⟨m, rfl⟩ : ∃ m, n = 2 * m := ⟨n / 2, by omega⟩
    have e : 2 * Real.pi * Complex.I * ((dot p x + ((2 * m : ℤ) : ℝ) / 2 : ℝ) : ℂ)
        = 2 * Real.pi * Complex.I * (dot p x : ℂ) + m * (2 * Real.pi * Complex.I) := by
      push_cast
      ring
    rw [e, Complex.exp_add, Complex.exp_int_mul_two_pi_mul_I]
    ring
  · obtain ⟨m, rfl⟩ : ∃ m, n = 2 * m + 1 := ⟨n / 2, by omega⟩
    have e : 2 * Real.pi * Complex.I * ((dot p x + ((2 * m + 1 : ℤ) : ℝ) / 2 : ℝ) : ℂ)
        = 2 * Real.pi * Complex.I * (dot p x : ℂ)
          + (m * (2 * Real.pi * Complex.I) + Real.pi * Complex.I) := by
      push_cast
      ring
    rw [e, Complex.exp_add, Complex.exp_add, Complex.exp_int_mul_two_pi_mul_I,
      Complex.exp_pi_mul_I]
    ring
```

For the three face centrings $n$ is $h+k$, $h+l$ and $k+l$, so every atom acquires the common factor

$$1+(-1)^{h+k}+(-1)^{h+l}+(-1)^{k+l}.$$

With unmixed indices all three sums are even and the factor is 4. With mixed indices one index differs in parity from the other two. The two sums containing it are odd and the third is even, so the factor is $1+1-1-1=0$. In the second case the proof runs through all combinations of signs: `omega` rejects those that no integers can produce or that contradict mixed parity, and `ring` adds up the rest.

```lean
/-- Face centring multiplies the motif's structure factor by 4 for unmixed indices and
extinguishes every reflection with mixed indices. -/
theorem faceCentred_rule (f : ι → ℂ) (r : ι → Position) (p : Index) :
    (p ∈ fReflections → faceCentred f r p = 4 * motif f r p) ∧
      (p ∉ fReflections → faceCentred f r p = 0) := by
  obtain ⟨h, k, l⟩ := p
  have e1 := fun x => phase_shift (h, k, l) x (1/2, 1/2, 0) (h + k)
    (by simp only [dot]; push_cast; ring)
  have e2 := fun x => phase_shift (h, k, l) x (1/2, 0, 1/2) (h + l)
    (by simp only [dot]; push_cast; ring)
  have e3 := fun x => phase_shift (h, k, l) x (0, 1/2, 1/2) (k + l)
    (by simp only [dot]; push_cast; ring)
  simp only [faceCentred, motif, e1, e2, e3, fReflections, Set.mem_ofPred_eq]
  constructor
  · intro hp
    have a1 : (h + k) % 2 = 0 := by omega
    have a2 : (h + l) % 2 = 0 := by omega
    have a3 : (k + l) % 2 = 0 := by omega
    simp only [a1, a2, a3, ↓reduceIte]
    rw [Finset.mul_sum]
    exact Finset.sum_congr rfl fun j _ => by ring
  · -- for mixed parity exactly two of the three centrings scatter in antiphase
    intro hp
    apply Finset.sum_eq_zero
    intro j _
    split_ifs <;> first | (exfalso; omega) | ring
```

For body centring $n=h+k+l$, and the factor $1+(-1)^{h+k+l}$ is 2 or 0.

```lean
/-- Body centring multiplies the motif's structure factor by 2 for even index sum and
extinguishes every reflection with odd index sum. -/
theorem bodyCentred_rule (f : ι → ℂ) (r : ι → Position) (p : Index) :
    (p ∈ iReflections → bodyCentred f r p = 2 * motif f r p) ∧
      (p ∉ iReflections → bodyCentred f r p = 0) := by
  obtain ⟨h, k, l⟩ := p
  have e1 := fun x => phase_shift (h, k, l) x (1/2, 1/2, 1/2) (h + k + l)
    (by simp only [dot]; push_cast; ring)
  simp only [bodyCentred, motif, e1, iReflections, Set.mem_ofPred_eq]
  constructor
  · intro hp
    simp only [hp, ↓reduceIte]
    rw [Finset.mul_sum]
    exact Finset.sum_congr rfl fun j _ => by ring
  · intro hp
    apply Finset.sum_eq_zero
    intro j _
    rw [if_neg hp]
    ring
```

A reflection allowed by centring can still be absent if the motif's own sum $M(\mathbf h)$ happens to vanish.

## Equal amplitudes up to the size of the cell

Let $h$ and $k$ have equal parity. Each atom keeps its phase under the joint change of indices and coordinates:

$$h'x'+k'y'=\tfrac12\big[(h-k)(x-y)+(h+k)(x+y)\big]=hx+ky .$$

Hence the motif sum $M'$ in the new coordinates satisfies $M'(\mathbf h')=M(\mathbf h)$. If the old indices are unmixed, the centring rules give

$$F(\mathbf h)=4M(\mathbf h)=2\cdot 2M'(\mathbf h')=2\,I(\mathbf h').$$

If they are mixed, the new sum is odd and both sides are zero. The factor 2 reflects the cell volumes: the face-centred cell is twice as large and holds twice as many atoms.

```lean
/-- If h and k have equal parity, the structure factor of the face-centred cell is twice
that of the body-centred cell with transformed coordinates, at the transformed indices. -/
theorem faceCentred_eq_two_bodyCentred (f : ι → ℂ) (r : ι → Position) (p : Index)
    (hp : p.1 % 2 = p.2.1 % 2) :
    faceCentred f r p = 2 * bodyCentred f (fun j => newCoord (r j)) (reindex p) := by
  by_cases hF : p ∈ fReflections
  · have h1 : (2 : ℝ) * ((reindex p).1 : ℝ) = p.1 - p.2.1 := by
      exact_mod_cast (reindex_exact p hp).1
    have h2 : (2 : ℝ) * ((reindex p).2.1 : ℝ) = p.1 + p.2.1 := by
      exact_mod_cast (reindex_exact p hp).2
    have h3 : (reindex p).2.2 = p.2.2 := rfl
    -- each atom keeps its phase
    have hm : motif f (fun j => newCoord (r j)) (reindex p) = motif f r p := by
      refine Finset.sum_congr rfl fun j _ => ?_
      have hd : dot (reindex p) (newCoord (r j)) = dot p (r j) := by
        simp only [dot, newCoord, h3]
        linear_combination ((r j).1 - (r j).2.1) / 2 * h1 + ((r j).1 + (r j).2.1) / 2 * h2
      simp only [phase, hd]
    rw [(faceCentred_rule f r p).1 hF,
      (bodyCentred_rule f _ _).1 ((reindex_mem_iff p hp).2 hF), hm]
    ring
  · -- both descriptions give an absence
    rw [(faceCentred_rule f r p).2 hF,
      (bodyCentred_rule f _ _).2 (fun h => hF ((reindex_mem_iff p hp).1 h)), mul_zero]
```

The parity condition `hp` is easily overlooked, because `reindex` accepts any triple. Take $(1,0,0)$. Integer division sends it to $(0,0,0)$, where the body-centred structure factor is $2\sum_j f_j$, while the face-centred one at $(1,0,0)$ is zero. Without the condition the equation would thus fail for any motif with $\sum_j f_j\neq0$. Physically, $(1,0,0)$ is not a reciprocal-lattice point of the smaller cell, so it has no integer indices there. Nothing observable is lost, since face centring extinguishes every reflection with $h$ and $k$ of unequal parity.

## The scattering vector keeps its length

The basal edge shrinks from $a$ to $a/\sqrt2$, so the basal reciprocal edge grows from $u$ to $\sqrt2\,u$, while $v$ stays the same. For $h$ and $k$ of equal parity,

$$2u^2(h'^2+k'^2)=\tfrac12u^2\big[(h-k)^2+(h+k)^2\big]=u^2(h^2+k^2),$$

and the axial term is unchanged because $l'=l$. The proof supplies the two halving relations to `linear_combination`, each multiplied by the factor that turns it into a difference of squares. The identity is algebraic and holds for all real $u$ and $v$, including the positive values that describe a crystal.

```lean
/-- If h and k have equal parity, the scattering vector keeps its length when the indices
are transformed and the basal reciprocal edge is multiplied by √2. -/
theorem qSq_reindex (u v : ℝ) (p : Index) (hp : p.1 % 2 = p.2.1 % 2) :
    qSq (√2 * u) v (reindex p) = qSq u v p := by
  have h1 : (2 : ℝ) * ((reindex p).1 : ℝ) = p.1 - p.2.1 := by
    exact_mod_cast (reindex_exact p hp).1
  have h2 : (2 : ℝ) * ((reindex p).2.1 : ℝ) = p.1 + p.2.1 := by
    exact_mod_cast (reindex_exact p hp).2
  have h3 : (reindex p).2.2 = p.2.2 := rfl
  have hs : (√2 : ℝ) ^ 2 = 2 := Real.sq_sqrt (by norm_num)
  simp only [qSq, h3, mul_pow, hs]
  linear_combination (u ^ 2 / 2) * ((2 * ((reindex p).1 : ℝ) + (p.1 - p.2.1)) * h1
    + (2 * ((reindex p).2.1 : ℝ) + (p.1 + p.2.1)) * h2)

end

end FaceCentredTetragonal
```

```lean
#print axioms FaceCentredTetragonal.reindex_bijOn
#print axioms FaceCentredTetragonal.faceCentred_eq_two_bodyCentred
#print axioms FaceCentredTetragonal.qSq_reindex
```

```
'FaceCentredTetragonal.reindex_bijOn' depends on axioms: [propext, Quot.sound]
'FaceCentredTetragonal.faceCentred_eq_two_bodyCentred' depends on axioms: [propext, Classical.choice, Quot.sound]
'FaceCentredTetragonal.qSq_reindex' depends on axioms: [propext, Classical.choice, Quot.sound]
```

The two workers' lists therefore agree reflection by reflection, in position on the $q$ scale and in amplitude once the cell volume is allowed for. Kinematic structure factors computed in one cell can thus be compared with those listed for the other by converting the indices and allowing for the factor 2. If the two cells have different origins, the phases differ and only the moduli can be compared in this way. If the calculation itself is repeated in the other cell, the atomic coordinates and the basal edge are converted as well.
